# Quantum yields in a kinetic network sum to one when every state can reach a loss channel

A program for excited-state kinetics can count every loss, radiative and nonradiative, and still return quantum yields that sum to 0.7, without any complaint from the linear solver. If the correct sum is not known, the missing 0.3 may pass for a physical decay channel when it is really an indexing error in the rate matrix. In a network where excitation can get trapped forever, the matrix has no inverse at all.

## The yield sum and the sign of the inverse

Take finitely many states. Let \(k_{ij}\ge 0\) be the transfer rate from state \(j\) to state \(i\), for example by energy transfer or intersystem crossing. Let \(r_j\ge 0\) be the total rate at which state \(j\) loses excitation from the network, by emission or by nonradiative decay to the ground state. The rate matrix is

\[
M_{jj}=r_j+\sum_{l\ne j}k_{lj},\qquad M_{ij}=-k_{ij}\quad(i\ne j).
\]

Assume that from every state a chain of transfers with positive rates leads to some state with positive loss. Physically, no excitation is trapped forever. Then \(M\) is invertible, \((M^{-1})_{ij}\ge 0\), and the yields \(\Phi_{ij}=r_i(M^{-1})_{ij}\) satisfy

\[
\sum_i \Phi_{ij}=1\quad\text{for every } j.
\]

If all \(r_j\) are positive, the assumption holds automatically.

## Steady-state solves that rely on it

Under steady pumping \(s_j\ge 0\), the populations \(p\) solve \(Mp=s\). The result guarantees a unique solution with no negative population. The loss flux from state \(i\) is \(r_ip_i=\sum_j\Phi_{ij}s_j\), so \(\Phi_{ij}\) is the share of the excitation put into \(j\) that leaves from \(i\). For first-order kinetics on a finite set of states, with rates taken from electronic-structure calculations or from a fit, the yield sum is therefore a cheap check on the assembled matrix.

Consider two states with \(r_1=2\), \(r_2=1\), \(k_{21}=3\), \(k_{12}=1\), in a common unit of rate:

\[
M=\begin{pmatrix}5&-1\\-3&2\end{pmatrix},\qquad
M^{-1}=\frac17\begin{pmatrix}2&1\\3&5\end{pmatrix}.
\]

Excitation of state 1 gives yields \(4/7\) and \(3/7\); excitation of state 2 gives \(2/7\) and \(5/7\). If the two off-diagonal entries are swapped by mistake, the first pair becomes \(4/7\) and \(1/7\), and the sum of \(5/7\) exposes the error. Transposing \(k\) in the diagonal as well would go unnoticed, because the result is again a valid rate matrix.

## Derivation from a minimum principle

For a row vector \(y\),

\[
(yM)_j=y_j\Bigl(r_j+\sum_{i\ne j}k_{ij}\Bigr)-\sum_{i\ne j}y_ik_{ij}
=r_jy_j+\sum_i k_{ij}(y_j-y_i),
\]

where the term \(i=j\) in the last sum is zero.

Suppose that \(yM\ge 0\) entrywise but \(y\) has a negative entry. Let \(y_m<0\) be its minimum. At any \(j\) with \(y_j=y_m\), both \(r_jy_j\) and every \(k_{ij}(y_j-y_i)\) are at most zero, while their sum is at least zero. All of them vanish. Hence \(r_j=0\), and \(y_i=y_m\) whenever \(k_{ij}>0\). Following the transfers from \(m\) to a lossy state carries the minimum value there, so that state has zero loss, a contradiction. Thus \(yM\ge 0\) implies \(y\ge 0\).

If \(yM=0\), this applies to \(y\) and to \(-y\), so \(y=0\), and the square matrix \(M\) is invertible. Row \(i\) of \(M^{-1}\), multiplied by \(M\), gives a unit vector, which is nonnegative; hence the row is nonnegative.

Finally, \(y=(1,\dots,1)\) makes all differences vanish, so \((1,\dots,1)M=r\). Multiplying by \(M^{-1}\) from the right gives \(rM^{-1}=(1,\dots,1)\), which is the yield sum.

Two special cases follow quickly. If state \(j\) receives no transfer, row \(j\) of \(M\) has only its diagonal entry, so \(M_{jj}(M^{-1})_{jj}=1\) and

\[
\Phi_{jj}=\frac{r_j}{r_j+\sum_{l\ne j}k_{lj}}.
\]

In the example, this ratio would be \(2/5\) for state 1; return transfer from state 2 raises the yield to \(4/7\). If all losses are zero and there is at least one state, \((1,\dots,1)M=0\) and \(M\) is singular.

## The Lean file

```lean
import Mathlib

open Matrix

namespace KineticNetworkYield

noncomputable section

variable {n : Type*} [Fintype n] [DecidableEq n]

/-- The rate matrix of a kinetic network: `k i j` is the transfer rate from state `j` to
state `i`, and `r j` is the loss rate of state `j`. -/
def rateMatrix (k : n → n → ℝ) (r : n → ℝ) : Matrix n n ℝ :=
  Matrix.of fun i j =>
    if i = j then r j + ∑ l ∈ Finset.univ.erase j, k l j else -k i j

/-- From every state, some state with a positive loss rate can be reached by a chain of
transfers with positive rates. -/
def EveryStateDecays (k : n → n → ℝ) (r : n → ℝ) : Prop :=
  ∀ j, ∃ i, Relation.ReflTransGen (fun a b => 0 < k b a) j i ∧ 0 < r i

/-- The quantum yield of loss from state `i` after excitation of state `j`: the loss rate of `i`
times the entry `i j` of the inverse rate matrix. -/
def quantumYield (k : n → n → ℝ) (r : n → ℝ) (i j : n) : ℝ :=
  r i * (rateMatrix k r)⁻¹ i j

/-- The entries of the rate matrix, written with the unrestricted sum of outgoing rates. -/
theorem rateMatrix_apply (k : n → n → ℝ) (r : n → ℝ) (i j : n) :
    rateMatrix k r i j = (if i = j then r j + ∑ l, k l j else 0) - k i j := by
  have e : k j j + ∑ l ∈ Finset.univ.erase j, k l j = ∑ l, k l j :=
    Finset.add_sum_erase Finset.univ (fun l => k l j) (Finset.mem_univ j)
  by_cases h : i = j
  · simp only [rateMatrix, Matrix.of_apply, if_pos h]
    rw [h]
    linarith
  · simp only [rateMatrix, Matrix.of_apply, if_neg h]
    ring

/-- A row vector `y` times the rate matrix: a loss term plus the rate-weighted differences of `y`
along the transfers out of state `j`. -/
theorem vecMul_rateMatrix (k : n → n → ℝ) (r y : n → ℝ) (j : n) :
    (y ᵥ* rateMatrix k r) j = r j * y j + ∑ i, k i j * (y j - y i) := by
  simp only [Matrix.vecMul, dotProduct, rateMatrix_apply, mul_sub, Finset.sum_sub_distrib,
    mul_ite, mul_zero, Finset.sum_ite_eq', Finset.mem_univ, if_true]
  have h : ∑ i, y i * k i j = ∑ i, k i j * y i :=
    Finset.sum_congr rfl fun _ _ => mul_comm _ _
  rw [h, ← Finset.sum_mul]
  ring

/-- Minimum principle: if every state can decay and the row vector `y` times the rate matrix is
nonnegative, then `y` is nonnegative. -/
theorem nonneg_of_vecMul_nonneg {k : n → n → ℝ} {r : n → ℝ} (hk : ∀ i j, 0 ≤ k i j)
    (hr : ∀ j, 0 ≤ r j) (hd : EveryStateDecays k r) (y : n → ℝ)
    (hy : ∀ j, 0 ≤ (y ᵥ* rateMatrix k r) j) : ∀ j, 0 ≤ y j := by
  intro j0
  by_contra hneg
  have : Nonempty n := ⟨j0⟩
  obtain ⟨m, hm⟩ := Finite.exists_min y
  have hm0 : y m < 0 := lt_of_le_of_lt (hm j0) (not_le.mp hneg)
  -- a state at the negative minimum has no loss and feeds only states at the minimum
  have key : ∀ j, y j = y m → r j = 0 ∧ ∀ i, 0 < k i j → y i = y m := by
    intro j hj
    have h := hy j
    rw [vecMul_rateMatrix] at h
    have hterm : ∀ i ∈ Finset.univ, k i j * (y j - y i) ≤ 0 := by
      intro i _
      rw [hj]
      nlinarith [mul_nonneg (hk i j) (sub_nonneg.2 (hm i))]
    have hs := Finset.sum_nonpos hterm
    have hrj : r j * y j ≤ 0 := by
      rw [hj]
      nlinarith [mul_nonneg (hr j) (neg_nonneg.2 hm0.le)]
    constructor
    · have h1 : r j * y j = 0 := by linarith
      rcases mul_eq_zero.1 h1 with h0 | h0
      · exact h0
      · exact absurd h0 (by rw [hj]; exact hm0.ne)
    · intro i hi
      have hz : ∑ i, k i j * (y j - y i) = 0 := by linarith
      have h1 := (Finset.sum_eq_zero_iff_of_nonpos hterm).1 hz i (Finset.mem_univ i)
      rcases mul_eq_zero.1 h1 with h0 | h0
      · exact absurd h0 hi.ne'
      · linarith
  -- follow the transfers to a lossy state
  obtain ⟨i, hpath, hi⟩ := hd m
  have hend : y i = y m := by
    clear hi
    induction hpath with
    | refl => rfl
    | tail _ hab ih => exact (key _ ih).2 _ hab
  exact hi.ne' (key i hend).1

/-- If every state can decay, the rate matrix is invertible, its inverse is entrywise
nonnegative, and the quantum yields after excitation of any state sum to one. -/
theorem quantumYield_sum_eq_one {k : n → n → ℝ} {r : n → ℝ} (hk : ∀ i j, 0 ≤ k i j)
    (hr : ∀ j, 0 ≤ r j) (hd : EveryStateDecays k r) :
    IsUnit (rateMatrix k r) ∧ (∀ i j, 0 ≤ (rateMatrix k r)⁻¹ i j) ∧
      ∀ j, ∑ i, quantumYield k r i j = 1 := by
  have hu : IsUnit (rateMatrix k r).det := by
    refine isUnit_iff_ne_zero.2 fun h => ?_
    obtain ⟨v, hv, h0⟩ := Matrix.exists_vecMul_eq_zero_iff.2 h
    apply hv
    funext j
    have a := nonneg_of_vecMul_nonneg hk hr hd v (by intro l; simp [h0]) j
    have b : 0 ≤ -v j := nonneg_of_vecMul_nonneg hk hr hd (-v)
      (by intro l; rw [Matrix.neg_vecMul, h0]; simp) j
    have hvj : v j = 0 := le_antisymm (by linarith) a
    exact hvj
  refine ⟨(Matrix.isUnit_iff_isUnit_det _).2 hu, fun i => ?_, fun j => ?_⟩
  · -- row `i` of the inverse is mapped to a unit vector
    apply nonneg_of_vecMul_nonneg hk hr hd ((rateMatrix k r)⁻¹ i)
    intro l
    have e : ((rateMatrix k r)⁻¹ i ᵥ* rateMatrix k r) l
        = ((rateMatrix k r)⁻¹ * rateMatrix k r) i l := rfl
    rw [e, Matrix.nonsing_inv_mul _ hu, Matrix.one_apply]
    split_ifs <;> norm_num
  · -- the column sums of the rate matrix are the loss rates
    have c : (fun _ => (1 : ℝ)) ᵥ* rateMatrix k r = r := by
      funext l
      rw [vecMul_rateMatrix]
      simp
    have e : ∑ i, quantumYield k r i j = (r ᵥ* (rateMatrix k r)⁻¹) j := rfl
    have f : r ᵥ* (rateMatrix k r)⁻¹ = fun _ => (1 : ℝ) := by
      calc r ᵥ* (rateMatrix k r)⁻¹
          = ((fun _ => (1 : ℝ)) ᵥ* rateMatrix k r) ᵥ* (rateMatrix k r)⁻¹ := by rw [c]
        _ = fun _ => (1 : ℝ) := by
          rw [Matrix.vecMul_vecMul, Matrix.mul_nonsing_inv _ hu, Matrix.vecMul_one]
    rw [e, f]

/-- If all loss rates are positive, the rate matrix is invertible with entrywise nonnegative
inverse, and the loss rates weighted with any column of the inverse sum to one. -/
theorem yield_sum_of_pos_loss {k : n → n → ℝ} {r : n → ℝ} (hk : ∀ i j, 0 ≤ k i j)
    (hr : ∀ j, 0 < r j) :
    IsUnit (rateMatrix k r) ∧ (∀ i j, 0 ≤ (rateMatrix k r)⁻¹ i j) ∧
      ∀ j, ∑ i, r i * (rateMatrix k r)⁻¹ i j = 1 :=
  quantumYield_sum_eq_one hk (fun j => (hr j).le)
    fun j => ⟨j, Relation.ReflTransGen.refl, hr j⟩

/-- Under steady pumping `s`, with gain and loss balanced in every state, the populations `p` are
nonnegative and the loss flux of each state is the pumping weighted with the quantum yields. -/
theorem steady_state_flux {k : n → n → ℝ} {r : n → ℝ} (hk : ∀ i j, 0 ≤ k i j)
    (hr : ∀ j, 0 ≤ r j) (hd : EveryStateDecays k r) {p s : n → ℝ} (hs : ∀ j, 0 ≤ s j)
    (hbal : ∀ i, s i + ∑ l, k i l * p l = r i * p i + ∑ l, k l i * p i) :
    (∀ i, 0 ≤ p i) ∧ ∀ i, r i * p i = ∑ j, quantumYield k r i j * s j := by
  obtain ⟨hu, hpos, -⟩ := quantumYield_sum_eq_one hk hr hd
  have hdet := (Matrix.isUnit_iff_isUnit_det _).1 hu
  -- the balance equations are the linear system `M p = s`
  have hM : rateMatrix k r *ᵥ p = s := by
    funext i
    have h := hbal i
    rw [← Finset.sum_mul] at h
    simp only [Matrix.mulVec, dotProduct, rateMatrix_apply, sub_mul, Finset.sum_sub_distrib,
      ite_mul, zero_mul, Finset.sum_ite_eq, Finset.mem_univ, if_true]
    linarith
  have hp : p = (rateMatrix k r)⁻¹ *ᵥ s := by
    rw [← hM, Matrix.mulVec_mulVec, Matrix.nonsing_inv_mul _ hdet, Matrix.one_mulVec]
  have hpi : ∀ i, p i = ∑ j, (rateMatrix k r)⁻¹ i j * s j := fun i => congrFun hp i
  refine ⟨fun i => ?_, fun i => ?_⟩
  · rw [hpi i]
    exact Finset.sum_nonneg fun j _ => mul_nonneg (hpos i j) (hs j)
  · rw [hpi i, Finset.mul_sum]
    exact Finset.sum_congr rfl fun j _ => (mul_assoc _ _ _).symm

/-- A state that receives no transfer from other states has, after its own excitation, a yield
equal to its loss rate divided by the sum of its loss rate and its outgoing transfer rates. -/
theorem quantumYield_self_of_no_feeding {k : n → n → ℝ} {r : n → ℝ} (hk : ∀ i j, 0 ≤ k i j)
    (hr : ∀ j, 0 ≤ r j) (hd : EveryStateDecays k r) (j : n) (h0 : ∀ l, l ≠ j → k j l = 0) :
    quantumYield k r j j = r j / (r j + ∑ l ∈ Finset.univ.erase j, k l j) := by
  have hdet := (Matrix.isUnit_iff_isUnit_det _).1 (quantumYield_sum_eq_one hk hr hd).1
  have hD : rateMatrix k r j j = r j + ∑ l ∈ Finset.univ.erase j, k l j := by
    simp [rateMatrix]
  -- row `j` of the rate matrix has only its diagonal entry
  have h1 : rateMatrix k r j j * (rateMatrix k r)⁻¹ j j = 1 := by
    have h2 : (rateMatrix k r * (rateMatrix k r)⁻¹) j j = 1 := by
      rw [Matrix.mul_nonsing_inv _ hdet, Matrix.one_apply_eq]
    rw [Matrix.mul_apply, Finset.sum_eq_single j] at h2
    · exact h2
    · intro l _ hl
      have hz : rateMatrix k r j l = 0 := by simp [rateMatrix, hl.symm, h0 l hl]
      rw [hz, zero_mul]
    · intro h
      exact absurd (Finset.mem_univ j) h
  rw [hD] at h1
  have hne : r j + ∑ l ∈ Finset.univ.erase j, k l j ≠ 0 := left_ne_zero_of_mul_eq_one h1
  rw [quantumYield, eq_div_iff hne]
  linear_combination r j * h1

/-- In a network without any loss the rate matrix is singular. -/
theorem det_rateMatrix_no_loss [Nonempty n] (k : n → n → ℝ) :
    (rateMatrix k (fun _ => 0)).det = 0 := by
  refine Matrix.exists_vecMul_eq_zero_iff.1 ⟨fun _ => (1 : ℝ), fun h => ?_, ?_⟩
  · exact one_ne_zero (α := ℝ) (congrFun h (Classical.arbitrary n))
  · funext j
    rw [vecMul_rateMatrix]
    simp

end

end KineticNetworkYield
```

```lean
#print axioms KineticNetworkYield.quantumYield_sum_eq_one
#print axioms KineticNetworkYield.yield_sum_of_pos_loss
#print axioms KineticNetworkYield.quantumYield_self_of_no_feeding
#print axioms KineticNetworkYield.det_rateMatrix_no_loss
```

```
'KineticNetworkYield.quantumYield_sum_eq_one' depends on axioms: [propext, Classical.choice, Quot.sound]
'KineticNetworkYield.yield_sum_of_pos_loss' depends on axioms: [propext, Classical.choice, Quot.sound]
'KineticNetworkYield.quantumYield_self_of_no_feeding' depends on axioms: [propext, Classical.choice, Quot.sound]
'KineticNetworkYield.det_rateMatrix_no_loss' depends on axioms: [propext, Classical.choice, Quot.sound]
```

## How the Lean statements and proofs match the algebra

The finite type `n` labels the states, and `k i j` runs from `j` to `i`, as above. `rateMatrix` ignores the diagonal entries of `k`. `EveryStateDecays` expresses the chain of transfers by `Relation.ReflTransGen`, which allows a chain of length zero, so a lossy state qualifies by itself. That is how `yield_sum_of_pos_loss` follows from the main theorem, `quantumYield_sum_eq_one`.

`rateMatrix_apply` rewrites the entries with an unrestricted sum, and `vecMul_rateMatrix` is the formula for \(yM\). In `nonneg_of_vecMul_nonneg`, `Finite.exists_min` picks the minimum, `key` shows that the terms vanish there, and induction along the path carries the value to the lossy state.

The main theorem obtains invertibility from `Matrix.exists_vecMul_eq_zero_iff`: a zero determinant would supply a nonzero \(v\) with \(vM=0\). It then applies the minimum principle to the rows of the inverse, and the column sums to the yields. `steady_state_flux` starts from gain and loss balanced in each state, with `hbal` as its hypothesis, and derives \(Mp=s\). The last two theorems are the special cases. The docstrings leave some hypotheses unsaid: the rates are nonnegative in every theorem from `nonneg_of_vecMul_nonneg` to `quantumYield_self_of_no_feeding`, and both `steady_state_flux` and `quantumYield_self_of_no_feeding` also assume `EveryStateDecays`.

## Constant rates, total losses and exact arithmetic

The rates are given constants, so processes such as exciton–exciton annihilation, whose rates depend on the populations, do not fit the model. Since `r` is the total loss, \(\Phi_{ij}\) counts radiative and nonradiative loss from state \(i\) together. Multiplying it by the radiative fraction of \(r_i\), for \(r_i>0\), gives the emission yield of that state, which is fluorescence or phosphorescence depending on the spin states involved.

The theorems concern exact real matrices. They give no bound on rounding errors, which can become large when escape from part of the network is very slow.
